# Orbitals propagated with a Hermitian Fock matrix in a moving basis stay orthonormal, and their density matrix keeps $PSP=P$

Let $\chi_\mu(t)$ be finitely many basis functions that move in time, for example because they are attached to moving nuclei. I write $S_{\mu\nu}=\langle\chi_\mu|\chi_\nu\rangle$ for their overlap matrix, which is positive definite, and $D_{\mu\nu}=\langle\chi_\mu|\partial_t\chi_\nu\rangle$ for the derivative coupling. A prime means the time derivative, $H$ as a superscript means the conjugate transpose, and $\hbar=1$. The product rule for inner products then gives $S'=D+D^H$. The columns of $C(t)$ hold the coefficients of the occupied orbitals, $F(t)$ is a Hermitian Fock matrix, and the orbitals obey

$$iSC'=(F-iD)C .$$

I believe that if $C^HSC=1$ at $t=0$, this holds at all times, and that $P=CC^H$ then satisfies $PSP=P$ with constant $\operatorname{tr}(PS)$. But $F-iD$ is not Hermitian in general and $S$ itself changes, so the usual argument from a Hermitian generator doesn't apply as it stands. Can this be made rigorous, with a proof that a machine has checked?

## Yes: the orbital overlap matrix has zero derivative

Multiply the equation of motion by $-i$, and then take the adjoint, using $S^H=S$ and $F^H=F$:

$$SC'=-iFC-DC,\qquad C'^HS=iC^HF-C^HD^H .$$

The product rule for $C^HSC$ has three terms:

$$\begin{aligned}
(C^HSC)'&=C'^HSC+C^HS'C+C^HSC'\\
&=(iC^HFC-C^HD^HC)+(C^HDC+C^HD^HC)\\
&\quad+(-iC^HFC-C^HDC)=0 .
\end{aligned}$$

The Fock terms cancel each other, and the coupling terms cancel the motion of the overlap. So $C^HSC$ keeps its initial value, whatever that value is. Positive definiteness is never used; Hermiticity of $S$ is enough.

## From orthonormal orbitals to the density matrix

It costs nothing to allow a constant occupation matrix $W$ and to set $P=CWC^H$. The choice $W=1$ gives your $P$. With $C^HSC=1$,

$$PSP=CW(C^HSC)WC^H=CW^2C^H,$$
$$\operatorname{tr}(PS)=\operatorname{tr}(CWC^HS)=\operatorname{tr}(C^HSC\,W)=\operatorname{tr}W .$$

If $W^2=W$, the first line says $PSP=P$. For the converse, $W$ can be read off from the density, because $C^HSPSC=(C^HSC)W(C^HSC)=W$. Applying this to both sides of $CW^2C^H=CWC^H$ gives $W^2=W$. For $W=1$ the trace is the number of orbitals.

The density also has its own equation of motion. Since $P'=C'WC^H+CWC'^H$ and $iC'^HS=-C^H(F+iD^H)$,

$$iSP'S=(F-iD)PS-SP(F+iD^H).$$

This is the von Neumann equation in the moving basis, and it doesn't need orthonormal orbitals.

## The Lean file

```lean
import Mathlib

open Matrix

namespace MovingBasisDensity

/-- The time-dependent matrix `A` has the derivative `A'` at time `t`, entry by entry. -/
def HasMatDerivAt {m n : Type*} (A : ℝ → Matrix m n ℂ) (A' : Matrix m n ℂ) (t : ℝ) : Prop :=
  ∀ i j, HasDerivAt (fun s => A s i j) (A' i j) t

/-- Orbital coefficients `C` with velocity `C'` in a moving basis with overlap `S`,
derivative coupling `D` and Fock matrix `F`: they obey `i S C' = (F - i D) C`. -/
structure IsOrbitalFlow {n o : Type*} [Fintype n] (S D F : ℝ → Matrix n n ℂ)
    (C C' : ℝ → Matrix n o ℂ) : Prop where
  overlap_herm : ∀ t, (S t).IsHermitian
  fock_herm : ∀ t, (F t).IsHermitian
  overlap_deriv : ∀ t, HasMatDerivAt S (D t + (D t)ᴴ) t
  orbital_deriv : ∀ t, HasMatDerivAt C (C' t) t
  eom : ∀ t, Complex.I • (S t * C' t) = (F t - Complex.I • D t) * C t

/-- The density matrix `C W Cᴴ` of orbitals `C` with occupation matrix `W`. -/
def density {n o : Type*} [Fintype o] (C : Matrix n o ℂ) (W : Matrix o o ℂ) : Matrix n n ℂ :=
  C * W * Cᴴ

/-- The product rule for time-dependent matrices. -/
theorem HasMatDerivAt.mul {l m n : Type*} [Fintype m] {A : ℝ → Matrix l m ℂ}
    {B : ℝ → Matrix m n ℂ} {A' : Matrix l m ℂ} {B' : Matrix m n ℂ} {t : ℝ}
    (hA : HasMatDerivAt A A' t) (hB : HasMatDerivAt B B' t) :
    HasMatDerivAt (fun s => A s * B s) (A' * B t + A t * B') t := by
  intro i j
  have h := HasDerivAt.fun_sum (u := Finset.univ)
    (fun k _ => (hA i k).fun_mul (hB k j))
  simpa only [Matrix.mul_apply, Matrix.add_apply, Finset.sum_add_distrib] using h

/-- The derivative of the adjoint is the adjoint of the derivative. -/
theorem HasMatDerivAt.adjoint {m n : Type*} {A : ℝ → Matrix m n ℂ} {A' : Matrix m n ℂ}
    {t : ℝ} (hA : HasMatDerivAt A A' t) : HasMatDerivAt (fun s => (A s)ᴴ) A'ᴴ t :=
  fun i j => (hA j i).star

section Flow

variable {n o : Type*} [Fintype n] {S D F : ℝ → Matrix n n ℂ} {C C' : ℝ → Matrix n o ℂ}

/-- The equation of motion solved for `S C'`, together with its adjoint. -/
theorem velocity (h : IsOrbitalFlow S D F C C') (t : ℝ) :
    S t * C' t = -(Complex.I • (F t * C t)) - D t * C t ∧
    (C' t)ᴴ * S t = Complex.I • ((C t)ᴴ * F t) - (C t)ᴴ * (D t)ᴴ := by
  have e : S t * C' t = -(Complex.I • (F t * C t)) - D t * C t := by
    calc S t * C' t = (-Complex.I) • (Complex.I • (S t * C' t)) := by
          rw [smul_smul]; simp
      _ = _ := by
          rw [h.eom t, Matrix.sub_mul, Matrix.smul_mul, smul_sub, smul_smul]; simp
  refine ⟨e, ?_⟩
  have e' := congrArg Matrix.conjTranspose e
  simpa only [conjTranspose_mul, conjTranspose_sub, conjTranspose_neg, conjTranspose_smul,
    (h.overlap_herm t).eq, (h.fock_herm t).eq, Complex.star_def, Complex.conj_I,
    neg_smul, neg_neg] using e'

/-- The matrix `Cᴴ S C` of orbital overlaps keeps its initial value. -/
theorem orbital_overlap_const (h : IsOrbitalFlow S D F C C') (t : ℝ) :
    (C t)ᴴ * S t * C t = (C 0)ᴴ * S 0 * C 0 := by
  have key : ∀ t, HasMatDerivAt (fun s => (C s)ᴴ * S s * C s) 0 t := by
    intro t
    have d := ((h.orbital_deriv t).adjoint.mul (h.overlap_deriv t)).mul (h.orbital_deriv t)
    have d2 : HasMatDerivAt (fun s => (C s)ᴴ * S s * C s)
      (((C' t)ᴴ * S t + (C t)ᴴ * (D t + (D t)ᴴ)) * C t + (C t)ᴴ * S t * C' t) t := d
    -- the Fock terms cancel, and the coupling terms cancel the motion of the overlap
    have e : ((C' t)ᴴ * S t + (C t)ᴴ * (D t + (D t)ᴴ)) * C t
        + (C t)ᴴ * S t * C' t = 0 := by
      rw [Matrix.mul_assoc (C t)ᴴ (S t) (C' t), (velocity h t).1, (velocity h t).2]
      simp only [Matrix.mul_sub, Matrix.sub_mul, Matrix.mul_add, Matrix.add_mul,
        Matrix.mul_neg, Matrix.smul_mul, Matrix.mul_smul, Matrix.mul_assoc]
      abel
    rwa [e] at d2
  ext i j
  exact is_const_of_deriv_eq_zero (fun s => (key s i j).differentiableAt)
    (fun s => (key s i j).deriv) t 0

/-- The von Neumann equation in a moving basis: for fixed occupations `W`, the density `P`
obeys `i S P' S = (F - i D) P S - S P (F + i Dᴴ)`. -/
theorem von_neumann [Fintype o] (h : IsOrbitalFlow S D F C C') (W : Matrix o o ℂ) (t : ℝ) :
    ∃ P' : Matrix n n ℂ, HasMatDerivAt (fun s => density (C s) W) P' t ∧
      Complex.I • (S t * P' * S t) =
        (F t - Complex.I • D t) * density (C t) W * S t
          - S t * density (C t) W * (F t + Complex.I • (D t)ᴴ) := by
  refine ⟨C' t * W * (C t)ᴴ + C t * W * (C' t)ᴴ, ?_, ?_⟩
  · have hW : HasMatDerivAt (fun _ : ℝ => W) 0 t := fun i j => hasDerivAt_const t (W i j)
    have d := ((h.orbital_deriv t).mul hW).mul (h.orbital_deriv t).adjoint
    have d2 : HasMatDerivAt (fun s => density (C s) W)
      ((C' t * W + C t * (0 : Matrix o o ℂ)) * (C t)ᴴ + C t * W * (C' t)ᴴ) t := d
    rwa [Matrix.mul_zero, add_zero] at d2
  · have e : Complex.I • ((C' t)ᴴ * S t)
        = -((C t)ᴴ * (F t + Complex.I • (D t)ᴴ)) := by
      rw [(velocity h t).2, smul_sub, smul_smul, Complex.I_mul_I, Matrix.mul_add,
        Matrix.mul_smul, neg_smul, one_smul]
      abel
    calc _ = (Complex.I • (S t * C' t)) * W * (C t)ᴴ * S t
          + S t * C t * W * (Complex.I • ((C' t)ᴴ * S t)) := by
          simp only [Matrix.mul_add, Matrix.add_mul, Matrix.smul_mul, Matrix.mul_smul,
            smul_add, Matrix.mul_assoc]
      _ = _ := by
          rw [h.eom t, e]
          simp only [density, Matrix.mul_neg, Matrix.mul_assoc, sub_eq_add_neg]

/-- For orbitals orthonormal at time zero and fixed occupations `W`, at every time
`trace (P S) = trace W`, and `P S P = P` holds exactly when `W` is idempotent. -/
theorem occupation_law [Fintype o] [DecidableEq o] (h : IsOrbitalFlow S D F C C')
    (h0 : (C 0)ᴴ * S 0 * C 0 = 1) (W : Matrix o o ℂ) (t : ℝ) :
    (density (C t) W * S t).trace = W.trace ∧
    (density (C t) W * S t * density (C t) W = density (C t) W ↔ W * W = W) := by
  have g : (C t)ᴴ * S t * C t = 1 := (orbital_overlap_const h t).trans h0
  have sq : density (C t) W * S t * density (C t) W = density (C t) (W * W) := by
    calc _ = C t * W * ((C t)ᴴ * S t * C t) * W * (C t)ᴴ := by
          simp only [density, Matrix.mul_assoc]
      _ = _ := by rw [g, Matrix.mul_one]; simp only [density, Matrix.mul_assoc]
  -- the occupations can be read off from the density
  have recover : ∀ V : Matrix o o ℂ,
      (C t)ᴴ * S t * density (C t) V * (S t * C t) = V := by
    intro V
    calc _ = ((C t)ᴴ * S t * C t) * V * ((C t)ᴴ * S t * C t) := by
          simp only [density, Matrix.mul_assoc]
      _ = V := by rw [g, Matrix.one_mul, Matrix.mul_one]
  refine ⟨?_, ?_⟩
  · calc _ = ((C t * W) * ((C t)ᴴ * S t)).trace := by
          simp only [density, Matrix.mul_assoc]
      _ = (((C t)ᴴ * S t * C t) * W).trace := by
          rw [Matrix.trace_mul_comm]; simp only [Matrix.mul_assoc]
      _ = W.trace := by rw [g, Matrix.one_mul]
  · rw [sq]
    constructor
    · intro hP
      rw [← recover (W * W), hP, recover W]
    · intro hW
      rw [hW]

/-- Orbitals that are orthonormal at time zero stay orthonormal, and `P = C Cᴴ` satisfies
`P S P = P` with `trace (P S)` equal to the number of orbitals at every time. -/
theorem density_stays_projector [Fintype o] [DecidableEq o] (h : IsOrbitalFlow S D F C C')
    (h0 : (C 0)ᴴ * S 0 * C 0 = 1) (t : ℝ) :
    (C t)ᴴ * S t * C t = 1 ∧
    (C t * (C t)ᴴ) * S t * (C t * (C t)ᴴ) = C t * (C t)ᴴ ∧
    ((C t * (C t)ᴴ) * S t).trace = (Fintype.card o : ℂ) := by
  have p : density (C t) (1 : Matrix o o ℂ) = C t * (C t)ᴴ := by
    rw [density, Matrix.mul_one]
  have w := occupation_law h h0 1 t
  rw [p, Matrix.trace_one] at w
  exact ⟨(orbital_overlap_const h t).trans h0, w.2.2 (Matrix.mul_one 1), w.1⟩

end Flow

/-- With the overlap `[1, t; t, 1 + t²]`, coupling `[0, 1; 0, t]` and Fock matrix `[1, t; t, t²]`,
the orbital `(-t, 1)` meets every condition of `IsOrbitalFlow` and is normalised at time zero. -/
theorem orbital_flow_witness :
    IsOrbitalFlow (fun t : ℝ => !![1, (t : ℂ); (t : ℂ), 1 + (t : ℂ) * t])
      (fun t => !![0, 1; 0, (t : ℂ)])
      (fun t => !![1, (t : ℂ); (t : ℂ), (t : ℂ) * t])
      (fun t => !![-(t : ℂ); 1]) (fun _ => !![-1; 0]) ∧
    (!![-((0 : ℝ) : ℂ); 1])ᴴ * !![1, ((0 : ℝ) : ℂ); ((0 : ℝ) : ℂ), 1 + ((0 : ℝ) : ℂ) * (0 : ℝ)]
      * !![-((0 : ℝ) : ℂ); 1] = 1 := by
  have hx : ∀ t : ℝ, HasDerivAt (fun s : ℝ => (s : ℂ)) 1 t := fun t => by
    simpa using (hasDerivAt_id t).ofReal_comp
  refine ⟨⟨?_, ?_, ?_, ?_, ?_⟩, ?_⟩
  · intro t
    refine Matrix.IsHermitian.ext fun i j => ?_
    fin_cases i <;> fin_cases j <;> simp
  · intro t
    refine Matrix.IsHermitian.ext fun i j => ?_
    fin_cases i <;> fin_cases j <;> simp
  · intro t i j
    fin_cases i <;> fin_cases j
    · exact (hasDerivAt_const t (1 : ℂ)).congr_deriv (by simp)
    · exact (hx t).congr_deriv (by simp)
    · exact (hx t).congr_deriv (by simp)
    · exact (((hx t).fun_mul (hx t)).const_add 1).congr_deriv (by simp)
  · intro t i j
    fin_cases i <;> fin_cases j
    · exact (hx t).fun_neg.congr_deriv (by simp)
    · exact (hasDerivAt_const t (1 : ℂ)).congr_deriv (by simp)
  · intro t
    ext i j
    fin_cases i <;> fin_cases j <;> simp [Matrix.mul_apply, Fin.sum_univ_succ] <;> ring
  · ext i j
    fin_cases i
    fin_cases j
    simp [Matrix.mul_apply, Fin.sum_univ_succ]

end MovingBasisDensity
```

```lean
#print axioms MovingBasisDensity.von_neumann
#print axioms MovingBasisDensity.density_stays_projector
```

```
'MovingBasisDensity.von_neumann' depends on axioms: [propext, Classical.choice, Quot.sound]
'MovingBasisDensity.density_stays_projector' depends on axioms: [propext, Classical.choice, Quot.sound]
```

## What the theorems say

The type `n` labels basis functions and `o` labels orbitals, so `C t` is a rectangular complex matrix. `HasMatDerivAt A A' t` says that every entry of `A` has the corresponding entry of `A'` as its derivative at the real time `t`.

The structure `IsOrbitalFlow S D F C C'` collects the physical assumptions, each for every real `t`:

- `overlap_herm` and `fock_herm` make $S$ and $F$ Hermitian. For $F$ this means that the effective Hamiltonian neither absorbs nor creates particles.
- `overlap_deriv` is $S'=D+D^H$. The basis functions themselves don't appear in the file, so this relation is assumed there and not derived from inner products.
- `orbital_deriv` says that `C'` really is the velocity of `C`.
- `eom` is $iSC'=(F-iD)C$.

The main theorem, `density_stays_projector`, adds the hypothesis `h0`, which is $C^HSC=1$ at time zero. It concludes that at every `t` the orbitals are orthonormal, $PSP=P$, and $\operatorname{tr}(PS)$ equals `Fintype.card o`, the number of orbitals. If each spatial orbital holds two electrons, the electron number is twice this trace.

`occupation_law` is the version with a fixed $W$: the trace is $\operatorname{tr}W$, and $PSP=P$ holds if and only if $W^2=W$. A constant $W$ describes occupations that no bath or collision changes. The theorem accepts any complex matrix, although a physical $W$ for orthonormal spin orbitals is Hermitian with eigenvalues between 0 and 1.

The solution is given, and its existence is not proved. Because $F$ enters only as a function of time along that solution, it may have been built from the density itself, as in a self-consistent calculation. The assumptions hold on the whole real line, so a trajectory known only on a finite interval, or one with a sudden kick in $C$, doesn't fit the statement directly.

For real-time mean-field dynamics with moving atom-centred functions, the result says that exact continuous-time propagation in a finite basis preserves idempotency and particle number. It says nothing about the error of a time-stepping scheme.

## How the proof follows the calculation

`HasMatDerivAt.mul` is the matrix product rule, obtained by differentiating the finite sum in each entry. `HasMatDerivAt.adjoint` lets the derivative pass through the conjugate transpose.

`velocity` contains the two formulas for $SC'$ and $C'^HS$. Its first half multiplies by $-i$ and inserts `h.eom t`; its second half applies `conjTranspose` to the first and simplifies with the Hermiticity assumptions.

`orbital_overlap_const` is the three-term cancellation. The product rule gives the derivative, the two parts of `velocity` are substituted, `simp only` expands the products, and `abel` cancels the terms. Then `is_const_of_deriv_eq_zero` turns the zero derivative of each entry into equality with its value at time zero.

`von_neumann` exhibits $P'=C'WC^H+CWC'^H$ and proves both that it is the derivative and that it satisfies the equation above. In `occupation_law`, the step `sq` is $PSP=CW^2C^H$, and `recover` is the reading-off of $W$ that gives the converse. The trace follows from cyclicity, `Matrix.trace_mul_comm`. `density_stays_projector` then sets $W=1$.

## Two basis functions, one of them shearing

The last theorem, `orbital_flow_witness`, shows that a concrete moving basis meets all the assumptions. Take fixed orthonormal functions $e_0,e_1$ and the basis $\chi_0=e_0$, $\chi_1=te_0+e_1$, numbered from zero as in Lean. The Hamiltonian is the projector onto $e_0$, and the orbital is $e_1=-t\chi_0+\chi_1$. At $t=2$,

$$S=\begin{pmatrix}1&2\\2&5\end{pmatrix},\quad
D=\begin{pmatrix}0&1\\0&2\end{pmatrix},\quad
F=\begin{pmatrix}1&2\\2&4\end{pmatrix},$$
$$C=\begin{pmatrix}-2\\1\end{pmatrix},\quad
C'=\begin{pmatrix}-1\\0\end{pmatrix}.$$

Here $FC=0$, because the orbital has zero energy, and $DC=(1,2)^T$. Both sides of the equation of motion are therefore $(-i,-2i)^T$. Next, $SC=(0,1)^T$, so $C^HSC=1$. The density matrix gives

$$P=\begin{pmatrix}4&-2\\-2&1\end{pmatrix},\qquad
PS=\begin{pmatrix}0&-2\\0&1\end{pmatrix},\qquad
PSP=\begin{pmatrix}4&-2\\-2&1\end{pmatrix}=P .$$

The trace of $PS$ is 1, the number of orbitals, whereas the trace of $P$ alone is 5.

## Overlaps between two propagated sets

The same cancellation works for two different solutions $C_1$ and $C_2$ that share $S$, $D$ and $F$. Replacing the left factor by $C_1^H$ and the right factor by $C_2$ gives

$$(C_1^HSC_2)'=0 .$$

Orbitals that start orthogonal to the occupied ones therefore stay orthogonal to them, provided both sets are propagated with the same matrices. The file doesn't state this separately, but it follows from `orbital_overlap_const` when the columns of $C_1$ and $C_2$ are put side by side in one matrix.
